# A phonon normal coordinate as a multiple of a(q) + a(−q)*

The theorem `displacement_eq` writes the normal coordinate of a lattice at wavevector q through phonon operators: Q(q) = √(ħ / (2w(q))) (a(q) + a(−q)*), where a(q) = (w(q)Q(q) + iP(q)) / √(2ħw(q)) is the annihilation operator. Here Q(q) and P(q) are elements of a complex star-algebra that obey the reality conditions Q(−q) = Q(q)*, P(−q) = P(q)* and the canonical commutation relations, in which [Q(q), P(k)*] is iħ for q = k and zero otherwise. The constant ħ is positive, and the frequencies w are positive and even in q. The proof first shows that the prefactor √(ħ / (2w(q))) equals ħ times the normalisation factor `amp ħ (w q)`, which is 1/√(2ħw(q)). It then expands both ladder operators, so that the momentum terms cancel and the coefficient of Q(q) comes to 1.

Lean 4 with Mathlib refuses this proof:

```lean
import Mathlib

open Finset

namespace PhononLadder

noncomputable section

variable {A G : Type*} [Ring A] [StarRing A] [Algebra ℂ A] [StarModule ℂ A]
  [AddCommGroup G] [DecidableEq G]

/-- The commutator of two observables. -/
def comm {A : Type*} [Ring A] (x y : A) : A := x * y - y * x

-- No concrete instance of this structure is built in this file.
/-- Normal coordinates `Q q` and momenta `P q` of a lattice: the reality conditions
and the canonical commutation relations in wavevector space. -/
structure IsNormalModes (ħ : ℝ) (Q P : G → A) : Prop where
  Q_neg : ∀ q, Q (-q) = star (Q q)
  P_neg : ∀ q, P (-q) = star (P q)
  QQ : ∀ q k, comm (Q q) (Q k) = 0
  PP : ∀ q k, comm (P q) (P k) = 0
  QP : ∀ q k, comm (Q q) (star (P k)) = (if q = k then Complex.I * (ħ : ℂ) else 0) • (1 : A)

/-- The normalisation factor `1 / √(2 ħ w)` of a mode of frequency `w`. -/
def amp (ħ w : ℝ) : ℝ := (√(2 * ħ * w))⁻¹

/-- The phonon annihilation operator `a(q) = (w(q) Q(q) + i P(q)) / √(2 ħ w(q))`. -/
def ladder (ħ : ℝ) (w : G → ℝ) (Q P : G → A) (q : G) : A :=
  (amp ħ (w q) : ℂ) • ((w q : ℂ) • Q q + Complex.I • P q)

/-- The square of the normalisation factor is the inverse of `2 ħ w`. -/
theorem amp_sq {ħ w : ℝ} (hħ : 0 < ħ) (hw : 0 < w) :
    (amp ħ w : ℂ) * (amp ħ w : ℂ) * (2 * (ħ : ℂ) * (w : ℂ)) = 1 := by
  have h : 0 < 2 * ħ * w := by positivity
  have e : amp ħ w * amp ħ w * (2 * ħ * w) = 1 := by
    unfold amp
    rw [← mul_inv, Real.mul_self_sqrt h.le, inv_mul_cancel₀ h.ne']
  exact_mod_cast e

omit [AddCommGroup G] [DecidableEq G] in
/-- The creation operator is `a(q)* = (w(q) Q(q)* - i P(q)*) / √(2 ħ w(q))`. -/
theorem star_ladder (ħ : ℝ) (w : G → ℝ) (Q P : G → A) (q : G) :
    star (ladder ħ w Q P q) =
      (amp ħ (w q) : ℂ) • ((w q : ℂ) • star (Q q) + (-Complex.I) • star (P q)) := by
  simp only [ladder, star_smul, star_add, Complex.star_def, Complex.conj_ofReal,
    Complex.conj_I]

/-- The displacement in terms of phonon operators:
`Q(q) = √(ħ / (2 w(q))) (a(q) + a(-q)*)`. -/
theorem displacement_eq {ħ : ℝ} {w : G → ℝ} {Q P : G → A} (h : IsNormalModes ħ Q P)
    (hħ : 0 < ħ) (hw : ∀ q, 0 < w q) (hev : ∀ q, w (-q) = w q) (q : G) :
    Q q = ((√(ħ / (2 * w q)) : ℝ) : ℂ) •
      (ladder ħ w Q P q + star (ladder ħ w Q P (-q))) := by
  have hq := hw q
  have e := amp_sq hħ hq
  have er : amp ħ (w q) * amp ħ (w q) * (2 * ħ * w q) = 1 := by exact_mod_cast e
  have hs : √(ħ / (2 * w q)) = ħ * amp ħ (w q) := by
    have h2 : (ħ * amp ħ (w q)) ^ 2 = ħ / (2 * w q) := by
      rw [eq_div_iff (by positivity)]
      linear_combination ħ * er
    rw [← h2, Real.sqrt_sq (mul_nonneg hħ.le (inv_nonneg.mpr (Real.sqrt_nonneg _)))]
  rw [star_ladder, h.Q_neg, h.P_neg, star_star, star_star, hev, hs, ladder]
  push_cast
  linear_combination (norm := module) (-e) • Q q

end

end PhononLadder
```

Lean reports:

```
Main.lean:62:14: error: Tactic `rewrite` failed: Did not find an occurrence of the pattern
  √((ħ * (√?m.184)⁻¹) ^ 2)
in the target expression
  √((ħ * amp ħ (w q)) ^ 2) = ħ * amp ħ (w q)

A : Type u_1
G : Type u_2
inst✝⁵ : Ring A
inst✝⁴ : StarRing A
inst✝³ : Algebra ℂ A
inst✝² : StarModule ℂ A
inst✝¹ : AddCommGroup G
inst✝ : DecidableEq G
ħ : ℝ
w : G → ℝ
Q P : G → A
h : IsNormalModes ħ Q P
hħ : 0 < ħ
hw : ∀ (q : G), 0 < w q
hev : ∀ (q : G), w (-q) = w q
q : G
hq : 0 < w q
e : ↑(amp ħ (w q)) * ↑(amp ħ (w q)) * (2 * ↑ħ * ↑(w q)) = 1
er : amp ħ (w q) * amp ħ (w q) * (2 * ħ * w q) = 1
h2 : (ħ * amp ħ (w q)) ^ 2 = ħ / (2 * w q)
⊢ √((ħ * amp ħ (w q)) ^ 2) = ħ * amp ħ (w q)
```

Cause. The message says that `rw` found no instance of the left side of `Real.sqrt_sq` in the goal. That lemma turns `√(a ^ 2)` into `a` when `0 ≤ a`, and here Lean read `a` off the proof of nonnegativity it was given. `inv_nonneg` and `Real.sqrt_nonneg` speak of the inverse of a square root, so `a` became `ħ * (√?m.184)⁻¹`, with the number under the root still unknown. The goal has `ħ * amp ħ (w q)` instead. The two agree once `amp` is unfolded, but `rw` does not unfold an ordinary definition like `amp` when it looks for its pattern.

The repair states the nonnegativity of `amp ħ (w q)` as `ha`. Checking the old proof against this stated type, Lean does unfold `amp`, and the fact is then kept in terms of `amp`. The product built from it, `hn`, therefore gives `Real.sqrt_sq` the very expression in the goal. Giving the product its own name is mere tidying, since `mul_nonneg hħ.le ha` could stand inside the `rw`.

As a diff, the version that Lean accepts:

```diff
@@ -60,5 +60,7 @@
       rw [eq_div_iff (by positivity)]
       linear_combination ħ * er
-    rw [← h2, Real.sqrt_sq (mul_nonneg hħ.le (inv_nonneg.mpr (Real.sqrt_nonneg _)))]
+    have ha : 0 ≤ amp ħ (w q) := inv_nonneg.mpr (Real.sqrt_nonneg _)
+    have hn : 0 ≤ ħ * amp ħ (w q) := mul_nonneg hħ.le ha
+    rw [← h2, Real.sqrt_sq hn]
   rw [star_ladder, h.Q_neg, h.P_neg, star_star, star_star, hev, hs, ladder]
   push_cast
```
